# The RESPA step is bijective and time reversible for position-dependent forces

## Phase space, kicks and drifts

A phase point is a pair $(q,p)$ with $q,p\in V$, where $V$ is a real vector space such as $\mathbb R^d$. Let $F,G:V\to V$ be the fast and slow forces, and let the linear map $W$ be the inverse mass operator, so that the velocity is $Wp$. For a duration $\tau$, define

$$K_F(\tau)(q,p)=(q,\,p+\tau F(q)),\quad D(\tau)(q,p)=(q+\tau Wp,\,p),\quad R(q,p)=(q,-p).$$

Products of maps act from right to left. With inner step $\delta$, velocity Verlet is $\Phi_F=K_F(\delta/2)\,D(\delta)\,K_F(\delta/2)$. The RESPA step with $n$ inner steps has length $h=n\delta$ and is

$$S=K_G(h/2)\,\Phi_F^{\,n}\,K_G(h/2).$$

A map $T$ is called time reversible if $TRT=R$: run, flip the momenta, run again, and the start returns with its momentum flipped.

## Reversibility from the middle outwards

**Kicks and drifts.** A kick leaves $q$ unchanged, so the second kick uses the same force as the first:

$$(q,p)\mapsto(q,p+\tau F(q))\mapsto(q,-p-\tau F(q))\mapsto(q,-p).$$

For a drift, the second flight undoes the first:

$$(q,p)\mapsto(q+\tau Wp,p)\mapsto(q+\tau Wp,-p)\mapsto(q,-p).$$

**Compositions.** If $A$ and $B$ are reversible, then
$$(ABA)R(ABA)=AB(ARA)BA=A(BRB)A=ARA=R.$$
If $T$ is reversible, so is every power: $T^0$ is the identity, and
$$T^{n+1}RT^{n+1}=T^n(TRT)T^n=T^nRT^n=R.$$
Hence $\Phi_F$, $\Phi_F^{\,n}$ and $S$ are reversible in turn.

**The inverse.** Since $R^2=1$, the relation $SRS=R$ gives $(RSR)S=R^2=1$ and $S(RSR)=R^2=1$. So $S$ is a bijection with $S^{-1}=RSR$.

## One inner step, several levels, and a lopsided kick

For $n=1$ the slow and fast half kicks are adjacent and act at the same position. They merge, $K_F(\delta/2)K_G(\delta/2)=K_{F+G}(\delta/2)$, and likewise in the other order, so $S=\Phi_{F+G}$.

With more force levels, each level puts half kicks around a power of the next faster step, and the same argument applies level by level.

Symmetric splitting matters. Take unit mass on a line, $F=0$, $G=1$, and put the whole slow kick first. From $(0,0)$ the step reaches $(h^2,h)$. After the flip, the kick brings the particle to rest at $h^2$, where it stays. Reversibility would require a return to $0$, which fails for $h\ne0$.

## What the Lean theorems say

`V × V` is phase space, and `respa W F G n δ` is $S$. The theorem `respa_reversible` states bijectivity and that $RSR$ is both a left and a right inverse, for every natural number `n` and real `δ`; `respa_one` is an equality of maps. In `multiRespa` the list runs from the slowest level inwards, and the two half kicks of a level together last `δ` times the product of its own and all faster substep counts.

The forces need not be continuous or conservative, but they depend on position alone. Velocity-dependent forces, thermostats, constraints and rounding are not modelled, and nothing is said about accuracy or stability. For unconstrained molecular dynamics of this kind, the result supports a simple check of a multiple-time-step code: over a short stretch, run, flip, run, flip again, and compare with the start, allowing for rounding errors.

One can also take the outer step $h$ as the parameter, with $\delta=h/n$. The statement for $n\ge1$ is the same after substitution, but for $n=0$ the quotient $h/n$ has no ordinary meaning. With $\delta$ as the parameter, $n=0$ simply gives the identity.

```lean
import Mathlib

open Function

namespace RespaReversibility

noncomputable section

variable {V : Type*} [AddCommGroup V] [Module ℝ V]

/-- The momentum flip `R`: positions stay, momenta change sign. -/
def momentumFlip (x : V × V) : V × V := (x.1, -x.2)

/-- A kick of duration `τ`: the force `F` at the current position changes the momentum. -/
def kick (F : V → V) (τ : ℝ) (x : V × V) : V × V := (x.1, x.2 + τ • F x.1)

/-- A drift of duration `τ`: free flight with velocity `W p`, where `W` is the inverse mass
operator. -/
def drift (W : V →ₗ[ℝ] V) (τ : ℝ) (x : V × V) : V × V := (x.1 + τ • W x.2, x.2)

/-- One velocity-Verlet step of length `δ`: half kick, drift, half kick. -/
def verlet (W : V →ₗ[ℝ] V) (F : V → V) (δ : ℝ) (x : V × V) : V × V :=
  kick F (δ / 2) (drift W δ (kick F (δ / 2) x))

/-- One RESPA step of total length `n δ`: half a kick by the slow force `G`, then `n` Verlet
steps of length `δ` with the fast force `F`, then half a kick by `G`. -/
def respa (W : V →ₗ[ℝ] V) (F G : V → V) (n : ℕ) (δ : ℝ) (x : V × V) : V × V :=
  kick G (n * δ / 2) ((verlet W F δ)^[n] (kick G (n * δ / 2) x))

/-- A step `S` is time reversible if running it, flipping the momenta and running it again
leads back to the start with flipped momenta: `S R S = R`. -/
def TimeReversible (S : V × V → V × V) : Prop :=
  ∀ x, S (momentumFlip (S x)) = momentumFlip x

omit [Module ℝ V] in
/-- Flipping the momenta twice changes nothing. -/
theorem momentumFlip_flip (x : V × V) : momentumFlip (momentumFlip x) = x :=
  Prod.ext rfl (neg_neg x.2)

omit [Module ℝ V] in
/-- A time-reversible step `S` is a bijection of phase space, and `R S R` is its two-sided
inverse. -/
theorem TimeReversible.inverse {S : V × V → V × V} (hS : TimeReversible S) :
    Bijective S ∧ LeftInverse (momentumFlip ∘ S ∘ momentumFlip) S ∧
      RightInverse (momentumFlip ∘ S ∘ momentumFlip) S := by
  have hl : LeftInverse (momentumFlip ∘ S ∘ momentumFlip) S := by
    intro x
    change momentumFlip (S (momentumFlip (S x))) = x
    rw [hS, momentumFlip_flip]
  have hr : RightInverse (momentumFlip ∘ S ∘ momentumFlip) S := by
    intro x
    change S (momentumFlip (S (momentumFlip x))) = x
    rw [hS, momentumFlip_flip]
  exact ⟨⟨hl.injective, hr.surjective⟩, hl, hr⟩

/-- Kicks by an arbitrary position-dependent force, and drifts, are time reversible. -/
theorem kick_drift_reversible (W : V →ₗ[ℝ] V) (F : V → V) (τ : ℝ) :
    TimeReversible (kick F τ) ∧ TimeReversible (drift W τ) := by
  constructor
  · intro x
    refine Prod.ext rfl ?_
    simp only [kick, momentumFlip]
    module
  · intro x
    refine Prod.ext ?_ rfl
    simp only [drift, momentumFlip, map_neg]
    module

omit [Module ℝ V] in
/-- The symmetric composition `A B A` of time-reversible steps is time reversible. -/
theorem TimeReversible.sandwich {A B : V × V → V × V} (hA : TimeReversible A)
    (hB : TimeReversible B) : TimeReversible (fun x => A (B (A x))) := by
  intro x
  change A (B (A (momentumFlip (A (B (A x)))))) = momentumFlip x
  -- the palindrome collapses from the middle outwards
  rw [hA, hB, hA]

omit [Module ℝ V] in
/-- Repeating a time-reversible step any number of times is time reversible. -/
theorem TimeReversible.iterate {S : V × V → V × V} (hS : TimeReversible S) (n : ℕ) :
    TimeReversible (S^[n]) := by
  induction n with
  | zero => intro x; rfl
  | succ n ih =>
    intro x
    -- the last step of the first run meets the first step of the second run
    rw [iterate_succ_apply' S n x, iterate_succ_apply, hS, ih]

/-- For arbitrary fast and slow forces that depend on position alone, the RESPA step `S` is a
bijection of phase space, and its inverse is `R S R`, the same step between two momentum flips. -/
theorem respa_reversible (W : V →ₗ[ℝ] V) (F G : V → V) (n : ℕ) (δ : ℝ) :
    Bijective (respa W F G n δ) ∧
      LeftInverse (momentumFlip ∘ respa W F G n δ ∘ momentumFlip) (respa W F G n δ) ∧
      RightInverse (momentumFlip ∘ respa W F G n δ ∘ momentumFlip) (respa W F G n δ) := by
  have hV : TimeReversible (verlet W F δ) :=
    (kick_drift_reversible W F (δ / 2)).1.sandwich (kick_drift_reversible W F δ).2
  have hS : TimeReversible (respa W F G n δ) :=
    (kick_drift_reversible W G (n * δ / 2)).1.sandwich (hV.iterate n)
  exact hS.inverse

/-- With a single inner step, RESPA is velocity Verlet with the total force. -/
theorem respa_one (W : V →ₗ[ℝ] V) (F G : V → V) (δ : ℝ) :
    respa W F G 1 δ = verlet W (fun q => F q + G q) δ := by
  -- successive kicks act at the same position, so their forces add
  have h1 : ∀ x, kick F (δ / 2) (kick G (δ / 2) x)
      = kick (fun q => F q + G q) (δ / 2) x := by
    intro x
    refine Prod.ext rfl ?_
    simp only [kick]
    module
  have h2 : ∀ x, kick G (δ / 2) (kick F (δ / 2) x)
      = kick (fun q => F q + G q) (δ / 2) x := by
    intro x
    refine Prod.ext rfl ?_
    simp only [kick]
    module
  funext x
  simp only [respa, verlet, Nat.cast_one, one_mul, iterate_one]
  rw [h1, h2]

/-- RESPA with any number of force levels, listed from the slowest inwards. Each level `(G, n)`
puts half kicks by `G` around `n` repetitions of the next faster level; the innermost level is
a Verlet step of length `δ` with force `F`. -/
def multiRespa (W : V →ₗ[ℝ] V) (F : V → V) (δ : ℝ) :
    List ((V → V) × ℕ) → V × V → V × V
  | [] => verlet W F δ
  | a :: L => fun x =>
      kick a.1 (((a :: L).map Prod.snd).prod * δ / 2)
        ((multiRespa W F δ L)^[a.2] (kick a.1 (((a :: L).map Prod.snd).prod * δ / 2) x))

/-- RESPA with any number of nested force levels is a bijection of phase space whose inverse
is the same step between two momentum flips. -/
theorem multiRespa_reversible (W : V →ₗ[ℝ] V) (F : V → V) (δ : ℝ)
    (L : List ((V → V) × ℕ)) :
    Bijective (multiRespa W F δ L) ∧
      LeftInverse (momentumFlip ∘ multiRespa W F δ L ∘ momentumFlip) (multiRespa W F δ L) ∧
      RightInverse (momentumFlip ∘ multiRespa W F δ L ∘ momentumFlip)
        (multiRespa W F δ L) := by
  have hS : TimeReversible (multiRespa W F δ L) := by
    induction L with
    | nil =>
      exact (kick_drift_reversible W F (δ / 2)).1.sandwich (kick_drift_reversible W F δ).2
    | cons a L ih =>
      exact (kick_drift_reversible W a.1 _).1.sandwich (ih.iterate a.2)
  exact hS.inverse

/-- Putting the whole slow kick first can destroy reversibility: for one particle of unit mass on a
line, with zero fast force and unit slow force, a full slow kick followed by a Verlet step of length
`h ≠ 0` is not time reversible. -/
theorem one_sided_kick_not_reversible {h : ℝ} (hh : h ≠ 0) :
    ¬ TimeReversible (fun x : ℝ × ℝ =>
      verlet LinearMap.id (fun _ => 0) h (kick (fun _ => 1) h x)) := by
  intro H
  -- starting at rest at the origin, the particle ends displaced by `h * h`
  have h0 := congrArg Prod.fst (H (0, 0))
  have key : h * h = 0 := by
    simpa [verlet, kick, drift, momentumFlip] using h0
  exact hh (mul_self_eq_zero.mp key)

end

end RespaReversibility
```

```lean
#print axioms RespaReversibility.respa_reversible
#print axioms RespaReversibility.respa_one
#print axioms RespaReversibility.multiRespa_reversible
#print axioms RespaReversibility.one_sided_kick_not_reversible
```

```
'RespaReversibility.respa_reversible' depends on axioms: [propext, Classical.choice, Quot.sound]
'RespaReversibility.respa_one' depends on axioms: [propext, Classical.choice, Quot.sound]
'RespaReversibility.multiRespa_reversible' depends on axioms: [propext, Classical.choice, Quot.sound]
'RespaReversibility.one_sided_kick_not_reversible' depends on axioms: [propext, Classical.choice, Quot.sound]
```

## How the lemmas assemble the step

`kick_drift_reversible` compares the two components of the phase points; `module` settles the vector identity in the component that changes. In `TimeReversible.sandwich`, the rewrites `hA, hB, hA` are the collapse of $ABARABA$ from the middle. `TimeReversible.iterate` is an induction that peels the last step off the first run and the first step off the second, so that they meet around the flip.

`TimeReversible.inverse` turns $SRS=R$ into the two inverse relations; the left one gives injectivity, the right one surjectivity. `respa_reversible` applies the sandwich lemma twice, with the iteration in between, and `multiRespa_reversible` does the same by induction on the list of levels.

In `respa_one`, `h1` and `h2` merge the kicks before and after the drift. The counterexample evaluates the supposed reversibility at `(0, 0)` and reads off the position, which yields `h * h = 0`.
